# Successive moment ratios of a positive semidefinite matrix never decrease

**Q:** My power-method code multiplies a trial vector by $H$, normalises it, and prints the Rayleigh quotient after every step. If the printed value falls by more than rounding error, I stop the run and look for a fault. What entitles me to do that?

**A:** Two conditions: $H$ is a finite positive semidefinite matrix, and the starting vector $x$ satisfies $Hx\neq0$. Define the moments $m_k=\langle x,H^kx\rangle$ for $k=0,1,2,\dots$. They are then all strictly positive, and the ratios $r_k=m_{k+1}/m_k$ are nondecreasing. Since $H$ is Hermitian, the quotient after $k$ steps is

$$\frac{\langle H^kx,\,H\,H^kx\rangle}{\langle H^kx,\,H^kx\rangle}=\frac{m_{2k+1}}{m_{2k}}=r_{2k},$$

so it cannot fall. Normalising the iterate leaves the quotient unchanged.

**Q:** My Hamiltonian has negative eigenvalues, and I want its ground state.

**A:** Then iterate with $H=c-H_0$, where $H_0$ is your finite Hamiltonian matrix and $c$ is at least its largest eigenvalue. The energy estimate is $c$ minus the quotient, so it never rises. Without semidefiniteness the test can fail: for $H=\mathrm{diag}(1,-2)$ and $x=(1,1)$, the quotient drops from $-1/2$ to $-7/5$ in one step.

**Q:** Show me the derivation before any code.

**A:** Positivity comes first. Every $H^k$ is positive semidefinite, so $m_k\ge0$, and $m_k=0$ would force $H^kx=0$. For $k=0$ this means $x=0$, hence $Hx=0$. For $k\ge2$, put $w=H^{k-2}x$. Then $\|Hw\|^2=\langle w,H^2w\rangle=0$, so $H^{k-1}x=0$. Repeating this descends to $Hx=0$, which is excluded.

Next take a real number $t$ and the residual $y=Hx-tx$. Moving $H$ across the inner product gives

$$0\le\langle y,H^ky\rangle=m_{k+2}-2t\,m_{k+1}+t^2m_k.$$

At $t=m_{k+1}/m_k$ the right-hand side is $m_{k+2}-m_{k+1}^2/m_k$. Hence $m_{k+1}^2\le m_km_{k+2}$, and dividing by $m_km_{k+1}>0$ gives $r_k\le r_{k+1}$.

**Q:** Now the formal version. What is the state space?

**A:** Vectors are functions `n → ℂ` on a finite index type `n`, which labels the states of an orthonormal basis.

In Lean 4 with Mathlib:

```lean
import Mathlib

open Matrix
open scoped ComplexOrder

namespace PowerMethodMoments

noncomputable section

variable {n : Type*} [Fintype n] [DecidableEq n]
```

The moment is written with `star x ⬝ᵥ`, so the left-hand vector is conjugated.

```lean
/-- The real part of `⟨x, H^k x⟩`. For Hermitian `H` this is the moment `m_k = ⟨x, H^k x⟩` in the
unnormalised state `x`. -/
def moment (H : Matrix n n ℂ) (x : n → ℂ) (k : ℕ) : ℝ :=
  (star x ⬝ᵥ (H ^ k *ᵥ x)).re
```

**Q:** These are not expectation values unless $x$ has unit norm.

**A:** Correct. The expectation value of $H^k$ in the normalised state is $m_k/m_0$. The factor $m_0$ cancels in the ratio of successive moments.

```lean
/-- The ratio `m_(k+1) / m_k` of successive moments. -/
def momentRatio (H : Matrix n n ℂ) (x : n → ℂ) (k : ℕ) : ℝ :=
  moment H x (k + 1) / moment H x k
```

The Rayleigh quotient carries its own denominator, so for any nonzero trial vector it is the expectation value of $H$ in the corresponding normalised state.

```lean
/-- The real part of `⟨v, H v⟩` divided by `⟨v, v⟩`. For Hermitian `H` and nonzero `v` this is the
Rayleigh quotient `⟨v, H v⟩ / ⟨v, v⟩`. -/
def rayleigh (H : Matrix n n ℂ) (v : n → ℂ) : ℝ :=
  (star v ⬝ᵥ (H *ᵥ v)).re / (star v ⬝ᵥ v).re
```

**Q:** You take real parts. Could an imaginary part be hiding there?

**A:** No. The first lemma below moves a Hermitian matrix across the inner product. The second shows that the full complex number $\langle x,H^kx\rangle$ equals the real moment, because semidefiniteness of $H^k$ makes it real and nonnegative.

```lean
omit [DecidableEq n] in
/-- A Hermitian matrix can be moved from one side of the inner product to the other. -/
theorem hermitian_move {A : Matrix n n ℂ} (hA : A.IsHermitian) (u v : n → ℂ) :
    star (A *ᵥ u) ⬝ᵥ v = star u ⬝ᵥ (A *ᵥ v) := by
  rw [Matrix.star_mulVec, hA.eq, Matrix.dotProduct_mulVec]

/-- For positive semidefinite `H` the complex number `⟨x, H^k x⟩` is real and equals the moment. -/
theorem moment_real {H : Matrix n n ℂ} (hH : H.PosSemidef) (x : n → ℂ) (k : ℕ) :
    star x ⬝ᵥ (H ^ k *ᵥ x) = (moment H x k : ℂ) := by
  have h := Complex.nonneg_iff.mp ((hH.pow k).dotProduct_mulVec_nonneg x)
  apply Complex.ext
  · simp [moment]
  · rw [Complex.ofReal_im]
    exact h.2.symm
```

**Q:** Where is the descent from $H^kx=0$ to $Hx=0$?

**A:** It is an induction on $k$. In the main case, `h3` says that the squared norm of $H(H^jv)$ vanishes, which lowers the power by one. Only Hermiticity is used.

```lean
/-- If some power of a Hermitian matrix annihilates a vector, the matrix itself does. -/
theorem mulVec_eq_zero_of_pow {H : Matrix n n ℂ} (hH : H.IsHermitian) (v : n → ℂ) (k : ℕ)
    (h : H ^ k *ᵥ v = 0) : H *ᵥ v = 0 := by
  induction k with
  | zero =>
    have hv : v = 0 := by simpa using h
    rw [hv, Matrix.mulVec_zero]
  | succ k ih =>
    cases k with
    | zero => simpa using h
    | succ j =>
      apply ih
      -- with w = H^j v, the squared norm of H w is ⟨w, H (H w)⟩ = 0
      have h2 : H *ᵥ (H *ᵥ (H ^ j *ᵥ v)) = 0 := by
        have e : H *ᵥ (H ^ j *ᵥ v) = H ^ (j + 1) *ᵥ v := by
          rw [Matrix.mulVec_mulVec, ← pow_succ']
        rw [e, Matrix.mulVec_mulVec, ← pow_succ']
        exact h
      have h3 : star (H *ᵥ (H ^ j *ᵥ v)) ⬝ᵥ (H *ᵥ (H ^ j *ᵥ v)) = 0 := by
        rw [hermitian_move hH, h2, dotProduct_zero]
      have h4 := dotProduct_star_self_eq_zero.mp h3
      rw [pow_succ', ← Matrix.mulVec_mulVec]
      exact h4
```

The residual identity also needs only Hermiticity. The facts `h1`, `h2` and `h3` collect powers of $H$, `simp only` expands the four inner products, and `ring` matches the polynomials in $t$.

```lean
/-- For Hermitian `H` and real `t`, the residual `y = H x - t x` satisfies `Re ⟨y, H^k y⟩ = m_(k+2)
- 2 t m_(k+1) + t^2 m_k`. -/
theorem residual_form {H : Matrix n n ℂ} (hH : H.IsHermitian) (x : n → ℂ) (k : ℕ) (t : ℝ) :
    (star (H *ᵥ x - (t : ℂ) • x) ⬝ᵥ (H ^ k *ᵥ (H *ᵥ x - (t : ℂ) • x))).re
      = moment H x (k + 2) - 2 * t * moment H x (k + 1) + t ^ 2 * moment H x k := by
  have h1 : H ^ k *ᵥ (H *ᵥ x) = H ^ (k + 1) *ᵥ x := by
    rw [Matrix.mulVec_mulVec, ← pow_succ]
  have h2 : H *ᵥ (H ^ k *ᵥ x) = H ^ (k + 1) *ᵥ x := by
    rw [Matrix.mulVec_mulVec, ← pow_succ']
  have h3 : H *ᵥ (H ^ (k + 1) *ᵥ x) = H ^ (k + 2) *ᵥ x := by
    rw [Matrix.mulVec_mulVec, ← pow_succ']
  simp only [moment, star_sub, star_smul, sub_dotProduct, smul_dotProduct, hermitian_move hH,
    Matrix.mulVec_sub, Matrix.mulVec_smul, dotProduct_sub, dotProduct_smul, h1, h2, h3,
    smul_eq_mul, Complex.star_def, Complex.conj_ofReal, Complex.sub_re, Complex.re_ofReal_mul]
  ring
```

**Q:** Why assume $Hx\ne0$ and not just $x\ne0$?

**A:** Physically, the state must not lie entirely in the zero-eigenvalue space of $H$. If it did, one multiplication would destroy it and every moment from $m_1$ on would vanish. The positivity proof turns a zero moment into $H^kx=0$ and then applies the descent.

```lean
/-- All moments of a positive semidefinite `H` are strictly positive when `H x` is nonzero. -/
theorem moment_pos {H : Matrix n n ℂ} (hH : H.PosSemidef) {x : n → ℂ} (hx : H *ᵥ x ≠ 0)
    (k : ℕ) : 0 < moment H x k := by
  have h0 : 0 ≤ moment H x k :=
    (Complex.nonneg_iff.mp ((hH.pow k).dotProduct_mulVec_nonneg x)).1
  refine lt_of_le_of_ne h0 fun h => hx ?_
  -- a vanishing moment would force H^k x = 0
  have hz : star x ⬝ᵥ (H ^ k *ᵥ x) = 0 := by
    rw [moment_real hH, ← h, Complex.ofReal_zero]
  exact mulVec_eq_zero_of_pow hH.isHermitian x k
    (((hH.pow k).dotProduct_mulVec_zero_iff x).mp hz)
```

The moment inequality follows by choosing $t$ with $t\,m_k=m_{k+1}$. The proof multiplies the nonnegative residual form by $m_k$, and `linear_combination` supplies the algebra.

```lean
/-- For positive semidefinite `H` and `H x ≠ 0`, successive moments satisfy `m_(k+1)^2 ≤ m_k
m_(k+2)`. -/
theorem moment_sq_le {H : Matrix n n ℂ} (hH : H.PosSemidef) {x : n → ℂ} (hx : H *ᵥ x ≠ 0)
    (k : ℕ) : moment H x (k + 1) ^ 2 ≤ moment H x k * moment H x (k + 2) := by
  have hA := moment_pos hH hx k
  -- the optimal shift is the moment ratio
  obtain ⟨t, ht⟩ : ∃ t : ℝ, t * moment H x k = moment H x (k + 1) :=
    ⟨moment H x (k + 1) / moment H x k, div_mul_cancel₀ _ hA.ne'⟩
  have hq := (Complex.nonneg_iff.mp
    ((hH.pow k).dotProduct_mulVec_nonneg (H *ᵥ x - (t : ℂ) • x))).1
  rw [residual_form hH.isHermitian] at hq
  have hm := mul_nonneg hA.le hq
  have e : moment H x k *
      (moment H x (k + 2) - 2 * t * moment H x (k + 1) + t ^ 2 * moment H x k)
      = moment H x k * moment H x (k + 2) - moment H x (k + 1) ^ 2 := by
    linear_combination (t * moment H x k - moment H x (k + 1)) * ht
  linarith
```

**Q:** And the main statement?

**A:** It says that for positive semidefinite `H` with `H *ᵥ x ≠ 0`, every moment is positive and `momentRatio H x` is `Monotone` as a function of the natural number $k$. Comparing neighbours is enough, and positive denominators allow cross-multiplication.

```lean
/-- For positive semidefinite `H` and `H x ≠ 0`, all moments `⟨x, H^k x⟩` are strictly positive
and the ratios `m_(k+1) / m_k` are nondecreasing in `k`. -/
theorem moments_pos_and_ratio_monotone {H : Matrix n n ℂ} (hH : H.PosSemidef) {x : n → ℂ}
    (hx : H *ᵥ x ≠ 0) : (∀ k, 0 < moment H x k) ∧ Monotone (momentRatio H x) := by
  refine ⟨moment_pos hH hx, monotone_nat_of_le_succ fun k => ?_⟩
  change moment H x (k + 1) / moment H x k ≤ moment H x (k + 2) / moment H x (k + 1)
  rw [div_le_div_iff₀ (moment_pos hH hx k) (moment_pos hH hx (k + 1))]
  linarith [moment_sq_le hH hx k]
```

**Q:** What does it mean if two ratios agree exactly?

**A:** From order one onwards, two successive ratios agree exactly when $Hx$ is an eigenvector of $H$. If both equal $t$, then $m_{k+2}=t\,m_{k+1}$ and $m_{k+3}=t\,m_{k+2}$, so the residual form with weight $H^{k+1}$ is $t^2m_{k+1}-2t^2m_{k+1}+t^2m_{k+1}=0$. Thus $H^{k+1}y=0$, the descent gives $Hy=0$, and this reads $H(Hx)=t\,Hx$. Conversely, $H(Hx)=\mu Hx$ gives $m_{i+2}=\mu\,m_{i+1}$ for every $i\ge0$, so all these ratios equal $\mu$.

```lean
/-- For positive semidefinite `H` and `H x ≠ 0`, two successive ratios of order at least one
coincide exactly when `H x` is an eigenvector of `H`. -/
theorem ratio_eq_iff {H : Matrix n n ℂ} (hH : H.PosSemidef) {x : n → ℂ} (hx : H *ᵥ x ≠ 0)
    (k : ℕ) : momentRatio H x (k + 1) = momentRatio H x (k + 2) ↔
      ∃ μ : ℝ, H *ᵥ (H *ᵥ x) = (μ : ℂ) • (H *ᵥ x) := by
  have hA := (moment_pos hH hx (k + 1)).ne'
  have hB := (moment_pos hH hx (k + 2)).ne'
  constructor
  · intro h
    obtain ⟨t, ht⟩ : ∃ t : ℝ, t = momentRatio H x (k + 1) := ⟨_, rfl⟩
    have h1 : moment H x (k + 2) = t * moment H x (k + 1) := by
      rw [ht]
      exact (div_mul_cancel₀ _ hA).symm
    have h2 : moment H x (k + 3) = t * moment H x (k + 2) := by
      rw [ht, h]
      exact (div_mul_cancel₀ _ hB).symm
    -- the weighted residual vanishes, hence so does H applied to the residual
    have hre := residual_form hH.isHermitian x (k + 1) t
    change _ = moment H x (k + 3) - 2 * t * moment H x (k + 2)
      + t ^ 2 * moment H x (k + 1) at hre
    have hz := moment_real hH (H *ᵥ x - (t : ℂ) • x) (k + 1)
    have hm : moment H (H *ᵥ x - (t : ℂ) • x) (k + 1) = 0 := by
      refine hre.trans ?_
      rw [h2, h1]
      ring
    rw [hm, Complex.ofReal_zero] at hz
    have hy := mulVec_eq_zero_of_pow hH.isHermitian _ (k + 1)
      (((hH.pow (k + 1)).dotProduct_mulVec_zero_iff _).mp hz)
    rw [Matrix.mulVec_sub, Matrix.mulVec_smul] at hy
    exact ⟨t, sub_eq_zero.mp hy⟩
  · rintro ⟨μ, hμ⟩
    have key : ∀ i, moment H x (i + 2) = μ * moment H x (i + 1) := by
      intro i
      have hv : H ^ (i + 2) *ᵥ x = (μ : ℂ) • (H ^ (i + 1) *ᵥ x) := by
        rw [pow_add, pow_two, ← Matrix.mulVec_mulVec, ← Matrix.mulVec_mulVec, hμ,
          Matrix.mulVec_smul, Matrix.mulVec_mulVec, ← pow_succ]
      simp only [moment, hv, dotProduct_smul, smul_eq_mul, Complex.re_ofReal_mul]
    change moment H x (k + 2) / moment H x (k + 1) = moment H x (k + 3) / moment H x (k + 2)
    rw [div_eq_div_iff hA hB, key (k + 1), key k]
    ring
```

**Q:** Why leave out order zero?

**A:** Take two levels, $H=\mathrm{diag}(0,1)$ and $x=(1,1)$. The moments are $2,1,1,\dots$ and the ratios $1/2,1,1,\dots$. Here $Hx=(0,1)$ is an eigenvector, yet $r_0<r_1$, because $x$ still contains a null component that the first multiplication removes. With a single level, $H=(h)$ with $h>0$ and $x\ne0$, every ratio is $h$ from the start.

**Q:** That leaves the number my code prints.

**A:** The last theorem concerns exactly that quotient, for the unnormalised iterate `H ^ k *ᵥ x`. Its equation `e` identifies the quotient with the ratio of order $2k$, and the monotonicity already proved finishes the argument.

```lean
/-- For positive semidefinite `H` and `H x ≠ 0`, the Rayleigh quotient of the power-method iterate
`H^k x` is nondecreasing in the number of steps `k`. -/
theorem rayleigh_power_monotone {H : Matrix n n ℂ} (hH : H.PosSemidef) {x : n → ℂ}
    (hx : H *ᵥ x ≠ 0) : Monotone fun k : ℕ => rayleigh H (H ^ k *ᵥ x) := by
  -- the quotient after k steps is the moment ratio of order 2k
  have e : ∀ k : ℕ, rayleigh H (H ^ k *ᵥ x) = momentRatio H x (2 * k) := by
    intro k
    have h1 : H ^ k *ᵥ (H *ᵥ (H ^ k *ᵥ x)) = H ^ (2 * k + 1) *ᵥ x := by
      rw [show 2 * k + 1 = k + (1 + k) by omega, pow_add, pow_add, pow_one,
        ← Matrix.mulVec_mulVec, ← Matrix.mulVec_mulVec]
    have h2 : H ^ k *ᵥ (H ^ k *ᵥ x) = H ^ (2 * k) *ᵥ x := by
      rw [Matrix.mulVec_mulVec, ← pow_add, two_mul]
    simp only [rayleigh, momentRatio, moment, hermitian_move (hH.pow k).isHermitian, h1, h2]
  intro a b hab
  change rayleigh H (H ^ a *ᵥ x) ≤ rayleigh H (H ^ b *ᵥ x)
  rw [e a, e b]
  exact (moments_pos_and_ratio_monotone hH hx).2 (by omega)

end

end PowerMethodMoments
```

```lean
#print axioms PowerMethodMoments.moments_pos_and_ratio_monotone
#print axioms PowerMethodMoments.ratio_eq_iff
#print axioms PowerMethodMoments.rayleigh_power_monotone
```

```
'PowerMethodMoments.moments_pos_and_ratio_monotone' depends on axioms: [propext, Classical.choice, Quot.sound]
'PowerMethodMoments.ratio_eq_iff' depends on axioms: [propext, Classical.choice, Quot.sound]
'PowerMethodMoments.rayleigh_power_monotone' depends on axioms: [propext, Classical.choice, Quot.sound]
```

**Q:** So if the printed value levels off, have I found the largest eigenvalue?

**A:** That does not follow. The theorems give a direction, not a limit or a rate, and they assume exact arithmetic. If $x$ is orthogonal to the top eigenspace, exact iteration never gives the iterate a component in it, however steadily the quotient rises. A drop well beyond rounding error does tell you something: either the matrix is not positive semidefinite or the code is not computing what you intended.
